# For large $X$, the $X^{-3}$ two-point formula leaves two thirds of an $A/X$ basis-set error

If the two-point formula familiar from correlation energies is applied to a property that converges more slowly, the output looks like a basis-set limit but can still carry most of the truncation error. The two-electron Darwin term is such a property: it depends on the probability density for two electrons to be at the same point, where orbital expansions converge slowly. Suppose its value in a basis set of cardinal number $X$ (2 for double-zeta, 3 for triple-zeta, and so on) is $D_X = D + A/X$, where $D$ is the basis-set limit and $A \neq 0$. Extrapolating $D_{X-1}$ and $D_X$ as if the error fell as $X^{-3}$ then leaves a fraction of $A/X$ that tends to $2/3$.

```lean
import Mathlib

open Filter Topology Finset

namespace MismatchedExtrapolation

noncomputable section
```

## A single power law for the truncation error

Let the true error decay as $X^{-m}$, with $m$ a positive integer:

$$f(X) = D + \frac{A}{X^m}.$$

Here $D$ is the basis-set limit and $A$ the amplitude of the error. The power law is assumed, not derived from a wavefunction, and it has no higher-order terms. In `model`, the variable $X$ is real; the limit theorems restrict it to integers.

```lean
/-- A property with basis-set limit `D` and truncation error `A / X ^ m`
at cardinal number `X`. -/
def model (D A : ℝ) (m : ℕ) (X : ℝ) : ℝ := D + A / X ^ m
```

## The two-point formula

Assuming an error $c/X^n$, one has $X^n f(X) = X^n D + c$ and the same relation at $X-1$. Subtraction removes $c$ and gives the estimate

$$E_n(X) = \frac{X^n f(X) - (X-1)^n f(X-1)}{X^n - (X-1)^n}.$$

This is `twoPoint n f X`, defined for any function $f$, whether or not it follows the assumed law.

```lean
/-- The two-point extrapolation from cardinal numbers `X - 1` and `X` that assumes
a truncation error proportional to `X ^ (-n)`. -/
def twoPoint (n : ℕ) (f : ℝ → ℝ) (X : ℝ) : ℝ :=
  (X ^ n * f X - (X - 1) ^ n * f (X - 1)) / (X ^ n - (X - 1) ^ n)
```

For $X > 1$ and $n \neq 0$ we have $0 < X-1 < X$, hence $(X-1)^n < X^n$, and the denominator is positive.

```lean
/-- The denominator of the two-point formula is positive for `X > 1`. -/
theorem denominator_pos {n : ℕ} (hn : n ≠ 0) {X : ℝ} (hX : 1 < X) :
    0 < X ^ n - (X - 1) ^ n :=
  sub_pos.2 (pow_lt_pow_left₀ (by linarith) (by linarith) hn)
```

## The error that remains

Let the assumed exponent be $n = m+k$ with $k \ge 0$, so the assumed decay is at least as fast as the true one. For $z \neq 0$,

$$z^{m+k}\left(D + \frac{A}{z^m}\right) = D z^{m+k} + A z^k.$$

Using this at $z = X$ and $z = X-1$, the $D$ terms reproduce $D$ times the denominator, and

$$E_{m+k}(X) - D = \frac{A\,[X^k - (X-1)^k]}{X^{m+k} - (X-1)^{m+k}}.$$

In the proof, `key` is the identity for $z$; clearing the denominator leaves a polynomial identity for `ring`.

```lean
/-- The exact error left when a property converging as `X ^ (-m)` is extrapolated
with the formula for `X ^ (-(m + k))`. -/
theorem twoPoint_error (D A : ℝ) {m : ℕ} (k : ℕ) (hm : 0 < m) {X : ℝ} (hX : 1 < X) :
    twoPoint (m + k) (model D A m) X - D
      = A * (X ^ k - (X - 1) ^ k) / (X ^ (m + k) - (X - 1) ^ (m + k)) := by
  have hd := (denominator_pos (n := m + k) (by omega) hX).ne'
  -- the weight turns the truncation error into a polynomial
  have key : ∀ z : ℝ, z ≠ 0 →
      z ^ (m + k) * (D + A / z ^ m) = D * z ^ (m + k) + A * z ^ k := by
    intro z hz
    have h : z ^ m * (A / z ^ m) = A := by field_simp
    rw [pow_add]
    linear_combination z ^ k * h
  unfold twoPoint model
  rw [key X (by linarith), key (X - 1) (by linarith), eq_div_iff hd, sub_mul,
    div_mul_cancel₀ _ hd]
  ring
```

## The remaining fraction as geometric sums

Put $r = 1 - 1/X$, so that $X - 1 = Xr$. For every $j$,

$$X^j - (X-1)^j = X^j(1-r)\,S_j, \qquad S_j = \sum_{i=0}^{j-1} r^i.$$

For $A \neq 0$ and $X > 1$, dividing the error by $A/X^m$ cancels $A$, the powers of $X$ and the factor $1-r$:

$$\frac{E_{m+k}(X) - D}{A/X^m} = \frac{S_k}{S_{m+k}}.$$

The factorisation is `geo`, and `hfin` performs the cancellation. The order matters: replacing $X-1$ by $X$ before cancelling $1-r$ turns the ratio into $0/0$ and loses the answer.

```lean
/-- The ratio of the extrapolated to the unextrapolated error is a quotient of two
finite geometric sums in `1 - 1 / X`. -/
theorem error_ratio (D : ℝ) {A : ℝ} (hA : A ≠ 0) {m : ℕ} (k : ℕ) (hm : 0 < m)
    {X : ℝ} (hX : 1 < X) :
    (twoPoint (m + k) (model D A m) X - D) / (A / X ^ m)
      = (∑ i ∈ range k, (1 - 1 / X) ^ i) / (∑ i ∈ range (m + k), (1 - 1 / X) ^ i) := by
  have hX0 : X ≠ 0 := by linarith
  have hd := (denominator_pos (n := m + k) (by omega) hX).ne'
  have hr : X - 1 = X * (1 - 1 / X) := by field_simp
  -- differences of powers factor through geometric sums
  have gen : ∀ (r : ℝ) (j : ℕ),
      X ^ j - (X * r) ^ j = X ^ j * (1 - r) * ∑ i ∈ range j, r ^ i := by
    intro r j
    have h := mul_neg_geom_sum r j
    rw [mul_pow]
    linear_combination (-X ^ j) * h
  have geo : ∀ j : ℕ, X ^ j - (X - 1) ^ j
      = X ^ j * (1 - (1 - 1 / X)) * ∑ i ∈ range j, (1 - 1 / X) ^ i := by
    intro j
    rw [hr]
    exact gen _ j
  have hfin : ∀ q s t : ℝ, q ≠ 0 → t ≠ 0 →
      A * (X ^ k * q * s) / (X ^ (m + k) * q * t) / (A / X ^ m) = s / t := by
    intro q s t hq ht
    rw [pow_add]
    field_simp
  rw [twoPoint_error D A k hm hX, geo k, geo (m + k)]
  rw [geo (m + k)] at hd
  exact hfin _ _ _ (right_ne_zero_of_mul (left_ne_zero_of_mul hd))
    (right_ne_zero_of_mul hd)
```

## The limit for large cardinal numbers

Let $A \neq 0$ again, so that the fraction is defined. As the integer $N$ grows, $r = 1 - 1/N \to 1$. Each $S_j$ is a polynomial in $r$, so $S_j \to j$, and the fraction tends to $k/(m+k)$. Lean obtains `hs` from continuity, divides the two limits, and transfers the result to the error ratio, which agrees with the quotient of sums for all $N > 1$.

```lean
/-- If the true error decays as `X ^ (-m)` and the formula assumes `X ^ (-(m + k))`,
the ratio of the extrapolated to the unextrapolated error tends to `k / (m + k)`. -/
theorem error_ratio_tendsto (D : ℝ) {A : ℝ} (hA : A ≠ 0) {m : ℕ} (k : ℕ) (hm : 0 < m) :
    Tendsto (fun N : ℕ => (twoPoint (m + k) (model D A m) (N : ℝ) - D) / (A / (N : ℝ) ^ m))
      atTop (𝓝 ((k : ℝ) / ((m : ℝ) + (k : ℝ)))) := by
  have h0 : Tendsto (fun N : ℕ => 1 / (N : ℝ)) atTop (𝓝 0) :=
    tendsto_one_div_atTop_nhds_zero_nat
  have hr : Tendsto (fun N : ℕ => 1 - 1 / (N : ℝ)) atTop (𝓝 1) := by
    have h := h0.const_sub 1
    rwa [sub_zero] at h
  -- each geometric sum tends to its number of terms
  have hs : ∀ j : ℕ, Tendsto (fun N : ℕ => ∑ i ∈ range j, (1 - 1 / (N : ℝ)) ^ i)
      atTop (𝓝 (j : ℝ)) := by
    intro j
    have hc : Continuous (fun r : ℝ => ∑ i ∈ range j, r ^ i) := by fun_prop
    have e : ∑ i ∈ range j, (1 : ℝ) ^ i = (j : ℝ) := by simp
    rw [← e]
    exact (hc.tendsto 1).comp hr
  have hn : ((m + k : ℕ) : ℝ) ≠ 0 := Nat.cast_ne_zero.2 (by omega)
  have h := (hs k).div (hs (m + k)) hn
  rw [Nat.cast_add] at h
  refine h.congr' ?_
  filter_upwards [eventually_gt_atTop 1] with N hN
  have hN' : (1 : ℝ) < (N : ℝ) := by exact_mod_cast hN
  exact (error_ratio D hA k hm hN').symm
```

The Darwin case has $m = 1$ and $k = 2$, which gives $2/(1+2) = 2/3$.

```lean
/-- For a property `D + A / X` with `A ≠ 0`, the `X ^ (-3)` two-point formula leaves an error whose
ratio to `A / X` tends to `2 / 3`. -/
theorem darwin_ratio_tendsto (D : ℝ) {A : ℝ} (hA : A ≠ 0) :
    Tendsto (fun N : ℕ => (twoPoint 3 (model D A 1) (N : ℝ) - D) / (A / (N : ℝ)))
      atTop (𝓝 (2 / 3)) := by
  have h : Tendsto
      (fun N : ℕ => (twoPoint 3 (model D A 1) (N : ℝ) - D) / (A / (N : ℝ) ^ 1))
      atTop (𝓝 (((2 : ℕ) : ℝ) / (((1 : ℕ) : ℝ) + ((2 : ℕ) : ℝ)))) :=
    error_ratio_tendsto D hA 2 one_pos
  have e : ((2 : ℕ) : ℝ) / (((1 : ℕ) : ℝ) + ((2 : ℕ) : ℝ)) = 2 / 3 := by norm_num
  rw [e] at h
  simpa only [pow_one] using h
```

## The Darwin fraction at finite $X$

With $X^2-(X-1)^2 = 2X-1$ and $X^3-(X-1)^3 = 3X^2-3X+1$, the error formula gives, for $A \neq 0$ and $X > 1$,

$$\frac{E_3(X) - D}{A/X} = \frac{X(2X-1)}{3X^2-3X+1}.$$

As a check of the arithmetic, with numbers not meant as realistic Darwin values, take $D = 0$, $A = 6$ and $X = 3$. Then $D_2 = 3$, $D_3 = 2$, and the estimate is $(27\cdot 2 - 8\cdot 3)/19 = 30/19 \approx 1.58$. The fraction left is $15/19 \approx 0.79$, as the formula predicts.

```lean
/-- The ratio of the extrapolated to the unextrapolated error at finite `X`, for a
property `D + A / X` treated with the `X ^ (-3)` formula. -/
theorem darwin_ratio (D : ℝ) {A : ℝ} (hA : A ≠ 0) {X : ℝ} (hX : 1 < X) :
    (twoPoint 3 (model D A 1) X - D) / (A / X)
      = X * (2 * X - 1) / (3 * X ^ 2 - 3 * X + 1) := by
  have hX0 : X ≠ 0 := by linarith
  have h : twoPoint 3 (model D A 1) X - D
      = A * (X ^ 2 - (X - 1) ^ 2) / (X ^ 3 - (X - 1) ^ 3) :=
    twoPoint_error D A 2 one_pos hX
  have hp : 3 * X ^ 2 - 3 * X + 1 ≠ 0 := by nlinarith
  have hfin : ∀ s t : ℝ, t ≠ 0 → A * s / t / (A / X) = X * s / t := by
    intro s t ht
    field_simp
  rw [h, show X ^ 2 - (X - 1) ^ 2 = 2 * X - 1 by ring,
    show X ^ 3 - (X - 1) ^ 3 = 3 * X ^ 2 - 3 * X + 1 by ring]
  exact hfin _ _ hp
```

Let $A \neq 0$ and $X > 1$, as in the formula above. The fraction exceeds $2/3$ because, after clearing denominators, this says $3X > 2$. It is below $1$ because that says $(X-1)^2 > 0$. Within this one-term model, the mismatched extrapolation therefore improves on $D_X$ at every $X > 1$, but removes less than a third of its error.

```lean
/-- At every `X > 1` the `X ^ (-3)` formula reduces the error of a property `D + A / X`,
but leaves more than two thirds of it. -/
theorem darwin_ratio_bounds (D : ℝ) {A : ℝ} (hA : A ≠ 0) {X : ℝ} (hX : 1 < X) :
    2 / 3 < (twoPoint 3 (model D A 1) X - D) / (A / X) ∧
      (twoPoint 3 (model D A 1) X - D) / (A / X) < 1 := by
  have hp : 0 < 3 * X ^ 2 - 3 * X + 1 := by nlinarith
  rw [darwin_ratio D hA hX]
  constructor
  · rw [lt_div_iff₀ hp]
    nlinarith
  · rw [div_lt_one hp]
    nlinarith [mul_pos (sub_pos.2 hX) (sub_pos.2 hX)]
```

## Matching the exponent

For $k = 0$ the numerator of the error is $A(1-1) = 0$, so the formula returns $D$ exactly. In the numerical example, the $X^{-1}$ formula gives $(3\cdot 2 - 2\cdot 3)/1 = 0$. For properties computed in practice, this exactness holds only as far as a single power describes the truncation error.

```lean
/-- The two-point formula with the exponent of the true truncation error returns the
basis-set limit exactly. -/
theorem matched_exact (D A : ℝ) {m : ℕ} (hm : 0 < m) {X : ℝ} (hX : 1 < X) :
    twoPoint m (model D A m) X = D := by
  have h : twoPoint m (model D A m) X - D
      = A * (X ^ 0 - (X - 1) ^ 0) / (X ^ m - (X - 1) ^ m) :=
    twoPoint_error D A 0 hm hX
  rw [pow_zero, pow_zero, sub_self, mul_zero, zero_div] at h
  linarith

end

end MismatchedExtrapolation
```

```lean
#print axioms MismatchedExtrapolation.twoPoint_error
-- 'MismatchedExtrapolation.twoPoint_error' depends on axioms: [propext, Classical.choice, Quot.sound]
#print axioms MismatchedExtrapolation.darwin_ratio_tendsto
-- 'MismatchedExtrapolation.darwin_ratio_tendsto' depends on axioms: [propext, Classical.choice, Quot.sound]
#print axioms MismatchedExtrapolation.darwin_ratio_bounds
-- 'MismatchedExtrapolation.darwin_ratio_bounds' depends on axioms: [propext, Classical.choice, Quot.sound]
#print axioms MismatchedExtrapolation.matched_exact
-- 'MismatchedExtrapolation.matched_exact' depends on axioms: [propext, Classical.choice, Quot.sound]
```
